# A bounded, continuous electrode current with slope below −1/R at some potential gives at least three steady states at a suitable source voltage

An electrode is fed from a voltage source through a series resistance of 1, and in a simple model it passes the current −2 sin E, where E, the current and the source voltage are dimensionless deviations from their operating values; at source voltage 0 its potential is steady where E − 2 sin E = 0, which happens at E = 0 and at E ≈ ±1.90. The Lean file below proves that, for every bounded continuous current that falls steeply enough with potential at one point, there is a source voltage with at least three steady states.

```lean
import Mathlib

open Set Filter Topology

namespace ElectrochemicalBistability

noncomputable section

/-- The source voltage needed to hold the electrode at potential `E` when the current `f E`
flows through a series resistance `R`. -/
def loadLine (R : ℝ) (f : ℝ → ℝ) (E : ℝ) : ℝ := E + R * f E

/-- The rate of change of the electrode potential for a double layer of capacitance `C`, fed from
a source of voltage `V` through a resistance `R` and drained by the current `f E`
(for nonzero `C` and `R`). -/
def chargingRate (C R V : ℝ) (f : ℝ → ℝ) (E : ℝ) : ℝ := ((V - E) / R - f E) / C

/-- For positive capacitance and resistance, the electrode potential is stationary exactly when
it solves the load-line equation. -/
theorem steady_iff_loadLine {C R V E : ℝ} {f : ℝ → ℝ} (hC : 0 < C) (hR : 0 < R) :
    chargingRate C R V f E = 0 ↔ loadLine R f E = V := by
  unfold chargingRate loadLine
  rw [div_eq_zero_iff, or_iff_left hC.ne', sub_eq_zero, div_eq_iff hR.ne']
  constructor <;> intro h <;> linarith

/-- Where the current has slope `f'`, the load-line function has slope `1 + R f'`. -/
theorem hasDerivAt_loadLine {R f' E : ℝ} {f : ℝ → ℝ} (hf : HasDerivAt f f' E) :
    HasDerivAt (loadLine R f) (1 + R * f') E :=
  (hasDerivAt_id' E).fun_add (hf.const_mul R)

/-- If the slope of the current at `E0` is below `-1/R`, with `R` positive, the load-line function
is higher at some potential to the left of `E0` and lower at some potential to the right. -/
theorem loadLine_reversal {R f' E0 : ℝ} {f : ℝ → ℝ} (hR : 0 < R)
    (hf : HasDerivAt f f' E0) (hneg : f' < -1 / R) :
    ∃ a b, a < E0 ∧ E0 < b ∧ loadLine R f E0 < loadLine R f a ∧
      loadLine R f b < loadLine R f E0 := by
  have hslope : 1 + R * f' < 0 := by
    have h := (lt_div_iff₀ hR).1 hneg
    linarith
  -- difference quotients near `E0` inherit the negative sign of the derivative
  have hev : ∀ᶠ x in 𝓝[≠] E0, slope (loadLine R f) E0 x < 0 :=
    (hasDerivAt_iff_tendsto_slope.1 (hasDerivAt_loadLine hf)).eventually
      (Iio_mem_nhds hslope)
  have hl : ∀ᶠ x in 𝓝[<] E0, slope (loadLine R f) E0 x < 0 :=
    hev.filter_mono (nhdsWithin_mono E0 (fun x hx => ne_of_lt hx))
  have hr : ∀ᶠ x in 𝓝[>] E0, slope (loadLine R f) E0 x < 0 :=
    hev.filter_mono (nhdsWithin_mono E0 (fun x hx => ne_of_gt hx))
  obtain ⟨a, ha, ha'⟩ := (hl.and self_mem_nhdsWithin).exists
  obtain ⟨b, hb, hb'⟩ := (hr.and self_mem_nhdsWithin).exists
  have ha0 : a < E0 := ha'
  have hb0 : E0 < b := hb'
  rw [slope_def_field] at ha hb
  refine ⟨a, b, ha0, hb0, ?_, ?_⟩
  · by_contra h
    have h1 := not_lt.1 h
    exact absurd ha (not_lt.2 (div_nonneg_of_nonpos (by linarith) (by linarith)))
  · by_contra h
    have h1 := not_lt.1 h
    exact absurd hb (not_lt.2 (div_nonneg (by linarith) (by linarith)))

/-- For a continuous bounded current and positive resistance, if the load-line function is above
`V` at `a` and below `V` at a larger potential `b`, there is a steady state below `a`, one between
`a` and `b`, and one above `b`. -/
theorem three_of_reversal {R M V a b : ℝ} {f : ℝ → ℝ} (hR : 0 < R) (hc : Continuous f)
    (hM : ∀ E, |f E| ≤ M) (hab : a < b) (ha : V < loadLine R f a) (hb : loadLine R f b < V) :
    ∃ E1 E2 E3, E1 < a ∧ a < E2 ∧ E2 < b ∧ b < E3 ∧
      loadLine R f E1 = V ∧ loadLine R f E2 = V ∧ loadLine R f E3 = V := by
  have hg : Continuous (loadLine R f) := continuous_id.add (continuous_const.mul hc)
  -- far to the left the function is below `V`, far to the right above
  have hlow : loadLine R f (min a (V - R * M) - 1) < V := by
    have h1 := mul_le_mul_of_nonneg_left
      (abs_le.1 (hM (min a (V - R * M) - 1))).2 hR.le
    have h2 := min_le_right a (V - R * M)
    unfold loadLine
    linarith
  have hhigh : V < loadLine R f (max b (V + R * M) + 1) := by
    have h1 := mul_le_mul_of_nonneg_left
      (abs_le.1 (hM (max b (V + R * M) + 1))).1 hR.le
    have h2 := le_max_right b (V + R * M)
    unfold loadLine
    linarith
  have hla : min a (V - R * M) - 1 ≤ a := by linarith [min_le_left a (V - R * M)]
  have hbh : b ≤ max b (V + R * M) + 1 := by linarith [le_max_left b (V + R * M)]
  -- three crossings from the intermediate value theorem
  obtain ⟨E1, h1, e1⟩ := intermediate_value_Ioo hla hg.continuousOn ⟨hlow, ha⟩
  obtain ⟨E2, h2, e2⟩ := intermediate_value_Ioo' hab.le hg.continuousOn ⟨hb, ha⟩
  obtain ⟨E3, h3, e3⟩ := intermediate_value_Ioo hbh hg.continuousOn ⟨hb, hhigh⟩
  exact ⟨E1, E2, E3, h1.2, h2.1, h2.2, h3.1, e1, e2, e3⟩

/-- Let the current be continuous and bounded, the resistance positive, and the slope of the
current at `E0` below `-1/R`. Then at the source voltage for which `E0` is a steady state there
is another steady state on each side of `E0`. -/
theorem three_steady_states {R M V f' E0 : ℝ} {f : ℝ → ℝ} (hR : 0 < R) (hc : Continuous f)
    (hM : ∀ E, |f E| ≤ M) (hf : HasDerivAt f f' E0) (hneg : f' < -1 / R)
    (hV : V = E0 + R * f E0) :
    ∃ E1 E3, E1 < E0 ∧ E0 < E3 ∧
      E1 + R * f E1 = V ∧ E0 + R * f E0 = V ∧ E3 + R * f E3 = V := by
  subst hV
  obtain ⟨a, b, ha, hb, hga, hgb⟩ := loadLine_reversal hR hf hneg
  obtain ⟨E1, _, E3, h1, _, _, h3, e1, _, e3⟩ :=
    three_of_reversal hR hc hM (ha.trans hb) hga hgb
  exact ⟨E1, E3, h1.trans ha, hb.trans h3, e1, rfl, e3⟩

/-- Let the current be continuous and bounded, the resistance positive, and the slope of the current
at `E0` below `-1/R`. Then at least three steady states exist for every source voltage in an open
window around the one that belongs to `E0`. -/
theorem bistability_window {R M f' E0 : ℝ} {f : ℝ → ℝ} (hR : 0 < R) (hc : Continuous f)
    (hM : ∀ E, |f E| ≤ M) (hf : HasDerivAt f f' E0) (hneg : f' < -1 / R) :
    ∃ V1 V2, V1 < loadLine R f E0 ∧ loadLine R f E0 < V2 ∧ ∀ V, V1 < V → V < V2 →
      ∃ E1 E2 E3, E1 < E2 ∧ E2 < E3 ∧
        loadLine R f E1 = V ∧ loadLine R f E2 = V ∧ loadLine R f E3 = V := by
  obtain ⟨a, b, ha, hb, hga, hgb⟩ := loadLine_reversal hR hf hneg
  refine ⟨loadLine R f b, loadLine R f a, hgb, hga, fun V hV1 hV2 => ?_⟩
  obtain ⟨E1, E2, E3, h1, h2, h2', h3, e⟩ :=
    three_of_reversal hR hc hM (ha.trans hb) hV2 hV1
  exact ⟨E1, E2, E3, h1.trans h2, h2'.trans h3, e⟩

/-- For positive capacitance and resistance, if the slope of the current at `E0` is below `-1/R`,
then at the source voltage belonging to `E0` the charging rate vanishes at `E0` and has positive
slope there. -/
theorem middle_state_unstable {C R f' E0 : ℝ} {f : ℝ → ℝ} (hC : 0 < C) (hR : 0 < R)
    (hf : HasDerivAt f f' E0) (hneg : f' < -1 / R) :
    chargingRate C R (loadLine R f E0) f E0 = 0 ∧
      ∃ k, 0 < k ∧ HasDerivAt (chargingRate C R (loadLine R f E0) f) k E0 :=
  ⟨(steady_iff_loadLine hC hR).2 rfl, (-1 / R - f') / C, div_pos (by linarith) hC,
    ((((hasDerivAt_id' E0).const_sub (loadLine R f E0)).div_const R).fun_sub hf).div_const C⟩

/-- If the current is bounded and differentiable with slope above `-1/R` everywhere, and the
resistance is positive, there is exactly one steady state at every source voltage. -/
theorem unique_steady_state {R M : ℝ} {f f' : ℝ → ℝ} (hR : 0 < R) (hM : ∀ E, |f E| ≤ M)
    (hf : ∀ E, HasDerivAt f (f' E) E) (hpos : ∀ E, -1 / R < f' E) (V : ℝ) :
    ∃! E, loadLine R f E = V := by
  have hmono : StrictMono (loadLine R f) := by
    apply strictMono_of_deriv_pos
    intro E
    rw [(hasDerivAt_loadLine (hf E)).deriv]
    have h := (div_lt_iff₀ hR).1 (hpos E)
    linarith
  have hg : Continuous (loadLine R f) :=
    continuous_iff_continuousAt.2 fun E => (hasDerivAt_loadLine (hf E)).continuousAt
  have hRM : 0 ≤ R * M := mul_nonneg hR.le ((abs_nonneg _).trans (hM 0))
  have hlow : loadLine R f (V - R * M) ≤ V := by
    have h := mul_le_mul_of_nonneg_left (abs_le.1 (hM (V - R * M))).2 hR.le
    unfold loadLine
    linarith
  have hhigh : V ≤ loadLine R f (V + R * M) := by
    have h := mul_le_mul_of_nonneg_left (abs_le.1 (hM (V + R * M))).1 hR.le
    unfold loadLine
    linarith
  have hle : V - R * M ≤ V + R * M := by linarith
  obtain ⟨E, _, hE⟩ := intermediate_value_Icc hle hg.continuousOn ⟨hlow, hhigh⟩
  exact ⟨E, hE, fun E' hE' => hmono.injective (hE'.trans hE.symm)⟩

/-- For the current `-sin E` and unit resistance the slope at `E = 0` equals `-1/R`, and `E = 0`
is the only steady state at its source voltage. -/
theorem threshold_sharp :
    HasDerivAt (fun E : ℝ => -Real.sin E) (-1 / 1) 0 ∧
      ∀ E, loadLine 1 (fun E => -Real.sin E) E = loadLine 1 (fun E => -Real.sin E) 0 ↔
        E = 0 := by
  refine ⟨(Real.hasDerivAt_sin 0).fun_neg.congr_deriv (by simp), fun E => ⟨fun h => ?_, ?_⟩⟩
  · have h' : E = Real.sin E := by
      simp only [loadLine, Real.sin_zero] at h
      linarith
    -- `sin x < x` for positive `x` excludes both signs
    rcases lt_trichotomy E 0 with hE | hE | hE
    · have h1 := Real.sin_lt (neg_pos.2 hE)
      rw [Real.sin_neg] at h1
      linarith
    · exact hE
    · have h1 := Real.sin_lt hE
      linarith
  · rintro rfl
    rfl

end

end ElectrochemicalBistability
```

```lean
#print axioms ElectrochemicalBistability.three_steady_states
#print axioms ElectrochemicalBistability.middle_state_unstable
#print axioms ElectrochemicalBistability.unique_steady_state
#print axioms ElectrochemicalBistability.threshold_sharp
```

```
'ElectrochemicalBistability.three_steady_states' depends on axioms: [propext, Classical.choice, Quot.sound]
'ElectrochemicalBistability.middle_state_unstable' depends on axioms: [propext, Classical.choice, Quot.sound]
'ElectrochemicalBistability.unique_steady_state' depends on axioms: [propext, Classical.choice, Quot.sound]
'ElectrochemicalBistability.threshold_sharp' depends on axioms: [propext, Classical.choice, Quot.sound]
```

## Three potentials at one source voltage

Write E for the electrode potential, f(E) for the current through the electrode, R for the series resistance and V for the source voltage. The source must supply the electrode potential and the ohmic drop together, so a steady state satisfies

E + R f(E) = V.

The left side is `loadLine R f E`. The main theorem, `three_steady_states`, assumes the following:

- `hR`: the resistance is positive.
- `hc` and `hM`: the current is continuous, and its magnitude never exceeds a constant M.
- `hf` and `hneg`: at the potential E0 the current has a derivative, the number `f'`, and this number is below −1/R.
- `hV`: the source voltage is V = E0 + R f(E0), so that E0 is itself a steady state.

The conclusion is that there are potentials E1 < E0 < E3 which all solve the load-line equation at this V. The strict inequalities make the three distinct. There may be more than three.

`bistability_window` extends this to a range of voltages: there are V1 and V2 on either side of E0 + R f(E0) such that every V strictly between them has at least three steady states. Its name says more than its statement, which counts steady states and says nothing about their stability.

## What the circuit model contains

All quantities are real numbers in consistent units, and the current is counted positive when it lowers the electrode potential below that of the source. The double layer has capacitance C and charges at the rate

dE/dt = ((V − E)/R − f(E))/C,

which is `chargingRate`. The first term is the current arriving through the resistor, the second the current consumed by the electrode.

The constant M stands for a limiting current, such as the one set by transport of the reactant to the surface. Continuity alone would not be enough: f(E) = −2E/R is continuous and has slope −2/R everywhere, yet its load-line function is −E, which takes each value once.

The condition f'(E0) < −1/R is stronger than negative differential resistance. The current must fall with potential faster than the resistor's load line does. A falling branch with a gentler slope can leave a single steady state.

One assumption of this model is that the current depends on the present potential alone. Surface coverages and concentrations near the electrode take time to adjust. If f is the measured stationary current, the count of steady states keeps its meaning, but the charging equation describes the motion between them only when those other variables relax quickly.

In a simulation of this one-variable model, a root finder that converges from one starting guess has found one steady state and has not shown that it is the only one.

## From a falling slope to three crossings

Set g(E) = E + R f(E). For positive C and R, the charging rate vanishes exactly when (V − E)/R = f(E), that is, when g(E) = V. This is `steady_iff_loadLine`.

**The reversal.** By `hasDerivAt_loadLine`, the slope of g at E0 is

g'(E0) = 1 + R f'(E0).

Multiplying f'(E0) < −1/R by R gives R f'(E0) < −1, so this slope is negative. The difference quotient

(g(x) − g(E0)) / (x − E0)

tends to g'(E0) as x approaches E0, and is therefore negative for all x ≠ E0 close enough. Take such a point a to the left. The denominator is negative, so the numerator is positive and g(a) > g(E0). At such a point b to the right the denominator is positive, so g(b) < g(E0). This is `loadLine_reversal`; its last two steps argue by contradiction from the sign of a quotient.

**The far ends.** Let V be any voltage with g(b) < V < g(a). From |f(E)| ≤ M it follows that

E − R M ≤ g(E) ≤ E + R M.

At the potential L = min(a, V − R M) − 1 this gives g(L) ≤ L + R M ≤ V − 1 < V. At U = max(b, V + R M) + 1 it gives g(U) ≥ U − R M ≥ V + 1 > V. These are `hlow` and `hhigh` in `three_of_reversal`.

**The crossings.** Along L < a < b < U, the continuous function g is below V, above V, below V and above V again. The intermediate value theorem gives one solution in each of the three open intervals, and the points a and b keep them apart. Lean uses `intermediate_value_Ioo` for the two outer intervals, where g rises through V, and the primed version for the middle one, where it falls.

**The two theorems.** For V = g(E0) the potential E0 is itself a solution between a and b, so `three_steady_states` uses it as the middle one, keeps only the outer two from the lemma and settles the middle equation by `rfl`. For the window, V1 = g(b) and V2 = g(a). In the opening example one may take a = −π/3 and b = π/3, the turning points of E − 2 sin E nearest to 0, and three steady states exist for |V| < √3 − π/3 ≈ 0.68.

## The slope of the charging rate, and the threshold

Let f'(E0) < −1/R, with C and R positive. At V = g(E0) the derivative of the charging rate at E0 is

k = (−1/R − f'(E0))/C > 0.

In the linearised equation a small displacement δ from E0 obeys dδ/dt = k δ and grows. The theorem `middle_state_unstable` proves that the rate vanishes at E0 and has this positive slope; the growth of δ is the usual physical reading of that sign.

In the opposite case, f' > −1/R at every potential, g has positive slope everywhere and is strictly increasing, so no voltage has two steady states. The bounds on g give g(V − R M) ≤ V ≤ g(V + R M), so there is one. This is `unique_steady_state`, where `f'` denotes a function and no longer a single number.

The borderline is examined in `threshold_sharp`, with f(E) = −sin E and R = 1. The slope at 0 equals −1/R, and the steady states at the voltage belonging to E = 0 solve E = sin E. For E > 0 this is excluded by sin E < E, and for E < 0 by the same inequality applied to −E. Only E = 0 remains, so equality in the slope condition does not guarantee three steady states.

## A derivative at one point, used on both sides

The reversal needs the derivative of f at E0 and nowhere else. Mathlib's `hasDerivAt_iff_tendsto_slope` makes this possible by restating the derivative as a limit of `slope (loadLine R f) E0 x`, the difference quotient, along the filter `𝓝[≠] E0`, which describes points near E0 but different from it. Since the limit is negative, the quotient is eventually negative along this filter; that is `hev`.

Points approaching from the left, `𝓝[<] E0`, and from the right, `𝓝[>] E0`, are special cases of points different from E0, and `filter_mono` passes the statement on to each. Combining it with `self_mem_nhdsWithin` records on which side the point lies, and `.exists` then picks an actual a or b. No interval on which g decreases is needed, and the derivative of f need not be continuous.

## Devices whose voltage is a function of the current

The same argument applies to a device with an S-shaped characteristic, where the voltage u(I) is a function of the current I. In series with a resistance R and a source V it is at rest when

R I + u(I) = V, or equivalently I + (1/R) u(I) = V/R.

This is the load-line equation with I in place of E, u in place of f, 1/R in place of R and V/R in place of V. If u is continuous and bounded and u'(I0) < −R at some current I0, then at V = R I0 + u(I0) there are at least three steady currents. The bound leaves out a device whose voltage keeps rising without limit at high current, but the argument carries over to it as long as R I + u(I) tends to −∞ at large negative currents and to +∞ at large positive ones. The inequality now favours a small resistance, whereas the electrode needs a large one.
